# Two square wells whose logarithmic derivatives agree in value and energy slope but not in curvature

## Wells, waves and the matching radius

Two potentials that coincide outside a sphere scatter alike, at a given energy and angular momentum, if their regular radial solutions have the same logarithmic derivative on its surface. If value and energy slope agree at a reference energy, must the second energy derivative agree too? Two constant s-wave wells show that it need not.

Units are $\hbar=m=1$, and the matching radius is 1. The potential is $-k^2/2$ for $0\le r\le1$, with $k>0$. The energy $e$ is measured from the reference energy $e=0$. The function $u(r)$ is $r$ times the radial wavefunction $R(r)$, so $u'(1)/u(1)$ exceeds $R'(1)/R(1)$ by 1.

```lean
import Mathlib

open Filter
open scoped Real Topology

namespace LogDerivativeTransferability

noncomputable section
```

The wavenumber inside the well is $s=\sqrt{k^2+2e}$. The parameter $k$ labels the well and is its wavenumber at $e=0$ only.

```lean
/-- Wavenumber inside a well of depth `k²/2` at energy `e`, for `k² + 2e ≥ 0`. -/
def wavenumber (k e : ℝ) : ℝ := √(k ^ 2 + 2 * e)
```

The radial function is $u(r)=\sin(sr)$, left unnormalised.

```lean
/-- The s-wave radial function `sin (s r)` in the well, with `s` the wavenumber. -/
def wave (k e r : ℝ) : ℝ := Real.sin (wavenumber k e * r)
```

The logarithmic derivative $L_k(e)=u'(1)/u(1)$ is defined from the wave itself, as `logDer k e`.

```lean
/-- Logarithmic derivative `u'(1) / u(1)` of the radial function at the matching radius 1,
meaningful where `u(1) ≠ 0`. -/
def logDer (k e : ℝ) : ℝ := deriv (wave k e) 1 / wave k e 1
```

Its energy slope will turn out to be
$$D_k(e)=\frac{\cos s}{s\sin s}-\frac1{\sin^2 s},$$
which is at this stage only a named expression.

```lean
/-- The expression `cos s / (s sin s) - 1 / sin² s` in the wavenumber `s`,
meaningful for `s ≠ 0` and `sin s ≠ 0`. -/
def energySlope (k e : ℝ) : ℝ :=
  Real.cos (wavenumber k e) / (wavenumber k e * Real.sin (wavenumber k e))
    - 1 / Real.sin (wavenumber k e) ^ 2
```

## Derivatives in radius and energy

At $e=0$ the wavenumber is $\sqrt{k^2}=k$, since $k>0$.

```lean
lemma wavenumber_zero {k : ℝ} (hk : 0 < k) : wavenumber k 0 = k := by
  unfold wavenumber
  rw [mul_zero, add_zero, Real.sqrt_sq hk.le]
```

The radial derivative is $u'(r)=s\cos(sr)$. In Lean, `HasDerivAt f a x` means that $f$ is differentiable at $x$ with derivative $a$.

```lean
lemma hasDerivAt_wave (k e r : ℝ) :
    HasDerivAt (wave k e) (wavenumber k e * Real.cos (wavenumber k e * r)) r :=
  ((hasDerivAt_id' r).const_mul (wavenumber k e)).sin.congr_deriv (by ring)
```

Differentiating $s^2=k^2+2e$ gives $2s\,ds/de=2$, hence $ds/de=1/s$ wherever $k^2+2e>0$.

```lean
lemma hasDerivAt_wavenumber {k e : ℝ} (h : 0 < k ^ 2 + 2 * e) :
    HasDerivAt (wavenumber k) (1 / wavenumber k e) e :=
  ((((hasDerivAt_id' e).const_mul 2).const_add (k ^ 2)).sqrt h.ne').congr_deriv
    (mul_div_mul_left _ _ two_ne_zero)
```

The wells of interest have $\cos k=0$, so that $\sin^2k=1$: the wave has an extremum at the matching radius.

```lean
lemma sin_sq_eq_one {k : ℝ} (hc : Real.cos k = 0) : Real.sin k ^ 2 = 1 := by
  have h := Real.sin_sq_add_cos_sq k
  rw [hc] at h
  linarith
```

## The radial equation and $s\cot s$

A second radial derivative gives $u''=-s^2u$. Therefore
$$-\tfrac12u''-\tfrac{k^2}{2}u=\tfrac12(s^2-k^2)u=e\,u,\qquad u(0)=0.$$
The theorem allows $k^2+2e\ge0$; at equality $u$ is the zero function. That for $k^2+2e>0$ every other regular solution is a multiple of $u$ is standard theory and is not needed below.

```lean
/-- For `k² + 2e ≥ 0` the radial function vanishes at the origin and solves the radial
Schrödinger equation with constant potential `-k²/2` at energy `e`. -/
theorem wave_schrodinger {k e : ℝ} (h : 0 ≤ k ^ 2 + 2 * e) (r : ℝ) :
    wave k e 0 = 0 ∧
    -(1 / 2) * deriv (deriv (wave k e)) r - k ^ 2 / 2 * wave k e r = e * wave k e r := by
  refine ⟨by simp [wave], ?_⟩
  have h1 : deriv (wave k e) = fun x => wavenumber k e * Real.cos (wavenumber k e * x) :=
    funext fun x => (hasDerivAt_wave k e x).deriv
  have h2 : HasDerivAt (fun x => wavenumber k e * Real.cos (wavenumber k e * x))
      (-(wavenumber k e ^ 2) * wave k e r) r :=
    (((hasDerivAt_id' r).const_mul (wavenumber k e)).cos.const_mul
      (wavenumber k e)).congr_deriv (by unfold wave; ring)
  have hs : wavenumber k e ^ 2 = k ^ 2 + 2 * e := Real.sq_sqrt h
  rw [h1, h2.deriv, hs]
  ring
```

At $r=1$ the quotient is $L_k=s\cos s/\sin s=s\cot s$. The Lean equality needs no hypothesis because division by zero returns zero there; it has physical content where $s>0$ and $\sin s\ne0$.

```lean
/-- The logarithmic derivative at the matching radius is `s cot s`. -/
theorem logDer_eq (k e : ℝ) :
    logDer k e = wavenumber k e * Real.cot (wavenumber k e) := by
  unfold logDer
  rw [(hasDerivAt_wave k e 1).deriv, Real.cot_eq_cos_div_sin]
  unfold wave
  rw [mul_one]
  ring
```

## The energy slope near the reference energy

The quotient rule with $ds/de=1/s$ gives
$$\frac{dL_k}{de}=\frac{\frac{\cos s\,\sin s}{s}-\sin^2s-\cos^2s}{\sin^2s}=D_k(e).$$
The last step uses $\sin^2s+\cos^2s=1$, which `linear_combination` supplies after `field_simp` has cleared the denominators.

```lean
/-- Where `k² + 2e > 0` and the radial function does not vanish at the matching radius,
`energySlope` is the energy derivative of the logarithmic derivative. -/
theorem hasDerivAt_logDer {k e : ℝ} (h : 0 < k ^ 2 + 2 * e)
    (hsin : Real.sin (wavenumber k e) ≠ 0) :
    HasDerivAt (logDer k) (energySlope k e) e := by
  have hs := hasDerivAt_wavenumber h
  have hne : wavenumber k e ≠ 0 := (Real.sqrt_pos.mpr h).ne'
  have hL : logDer k = fun x =>
      wavenumber k x * Real.cos (wavenumber k x) / Real.sin (wavenumber k x) := by
    funext x
    rw [logDer_eq, Real.cot_eq_cos_div_sin, mul_div_assoc]
  rw [hL]
  refine ((hs.fun_mul hs.cos).fun_div hs.sin hsin).congr_deriv ?_
  unfold energySlope
  field_simp
  linear_combination (-wavenumber k e) * Real.sin_sq_add_cos_sq (wavenumber k e)
```

The two conditions $k^2+2e>0$ and $\sin s\ne0$ hold at $e=0$. Both are open conditions on continuous functions of $e$, so they persist in a neighbourhood. Lean writes this as `∀ᶠ e in 𝓝 (0 : ℝ)`, "for all $e$ close enough to 0".

```lean
lemma eventually_hasDerivAt {k : ℝ} (hk : 0 < k) (hc : Real.cos k = 0) :
    ∀ᶠ e in 𝓝 (0 : ℝ), HasDerivAt (logDer k) (energySlope k e) e := by
  have hsin : Real.sin k ≠ 0 := fun h => by
    have := sin_sq_eq_one hc
    rw [h] at this
    norm_num at this
  have c1 : Continuous (fun e : ℝ => k ^ 2 + 2 * e) := by fun_prop
  have c2 : Continuous (fun e : ℝ => Real.sin (wavenumber k e)) := by
    unfold wavenumber
    fun_prop
  have e1 : ∀ᶠ e in 𝓝 (0 : ℝ), 0 < k ^ 2 + 2 * e :=
    (isOpen_lt continuous_const c1).mem_nhds (by
      have := pow_pos hk 2
      show (0 : ℝ) < k ^ 2 + 2 * 0
      linarith)
  have e2 : ∀ᶠ e in 𝓝 (0 : ℝ), Real.sin (wavenumber k e) ≠ 0 :=
    (isOpen_ne_fun c2 continuous_const).mem_nhds (by
      show Real.sin (wavenumber k 0) ≠ 0
      rwa [wavenumber_zero hk])
  filter_upwards [e1, e2] with e h1 h2 using hasDerivAt_logDer h1 h2
```

Setting $s=k$ and $\cos k=0$ gives $L_k(0)=0$ and $L_k'(0)=D_k(0)=-1$. Neither depends on which such $k$ is chosen.

```lean
/-- If `k > 0` and `cos k = 0`, the logarithmic derivative at `e = 0` has value 0 and
energy slope -1. -/
theorem first_order {k : ℝ} (hk : 0 < k) (hc : Real.cos k = 0) :
    logDer k 0 = 0 ∧ HasDerivAt (logDer k) (-1) 0 := by
  constructor
  · rw [logDer_eq, wavenumber_zero hk, Real.cot_eq_cos_div_sin, hc, zero_div, mul_zero]
  · refine (eventually_hasDerivAt hk hc).self_of_nhds.congr_deriv ?_
    unfold energySlope
    rw [wavenumber_zero hk, hc, sin_sq_eq_one hc]
    norm_num
```

## The curvature remembers the well

Differentiating $D_k$ gives
$$\frac{dD_k}{de}=\frac1s\left[\frac{-s\sin^2s-\cos s(\sin s+s\cos s)}{s^2\sin^2s}+\frac{2\cos s}{\sin^3s}\right].$$
At $e=0$ every term with $\cos k$ vanishes, leaving $L_k''(0)=\frac1k\cdot\left(-\frac1k\right)=-1/k^2$.

The Lean device that matters here is `congr_of_eventuallyEq`. The statement concerns the derivative of `deriv (logDer k)`, while the calculation differentiates `energySlope k`. Equality of these functions at the single point $e=0$ would say nothing about their derivatives. Equality throughout a neighbourhood is enough, and the preceding lemma provides it. The device then carries the derivative of the explicit formula over to the derivative of the true slope.

```lean
/-- If `k > 0` and `cos k = 0`, the second energy derivative of the logarithmic derivative
at `e = 0` is `-1/k²`. -/
theorem second_order {k : ℝ} (hk : 0 < k) (hc : Real.cos k = 0) :
    HasDerivAt (deriv (logDer k)) (-1 / k ^ 2) 0 := by
  have hs0 := wavenumber_zero hk
  have hsin : Real.sin k ≠ 0 := fun h => by
    have := sin_sq_eq_one hc
    rw [h] at this
    norm_num at this
  have hs : HasDerivAt (wavenumber k) (1 / k) 0 := by
    have h := hasDerivAt_wavenumber (k := k) (e := 0) (by positivity)
    rwa [hs0] at h
  -- differentiate the slope formula, which is valid in a neighbourhood of e = 0
  have hd : HasDerivAt (energySlope k) (-1 / k ^ 2) 0 := by
    refine ((hs.cos.fun_div (hs.fun_mul hs.sin) ?_).fun_sub
      ((hasDerivAt_const (0 : ℝ) (1 : ℝ)).fun_div (hs.sin.fun_pow 2) ?_)).congr_deriv ?_
    · rw [hs0]
      exact mul_ne_zero hk.ne' hsin
    · rw [hs0]
      exact pow_ne_zero 2 hsin
    · simp only [hs0, hc, zero_mul, mul_zero, sub_zero, zero_div]
      field_simp
  exact hd.congr_of_eventuallyEq ((eventually_hasDerivAt hk hc).mono fun e h => h.deriv)
```

## Equal norm and equal boundary amplitude

An antiderivative of $\sin^2(kr)$ is $r/2-\sin(kr)\cos(kr)/(2k)$, so
$$\int_0^1u^2\,dr=\frac12-\frac{\sin k\cos k}{2k}=\frac12,\qquad u(1)^2=\sin^2k=1.$$
Normalised to one inside the sphere, each wave has squared boundary amplitude 2. The wells thus satisfy norm conservation with respect to each other. The numbers fit the familiar relation $L'=-2\int_0^1u^2\,dr/u(1)^2=-1$, although the slope was obtained above by direct differentiation.

```lean
/-- If `k > 0` and `cos k = 0`, the radial function at `e = 0` has squared norm 1/2 inside
the matching radius and squared amplitude 1 on it. -/
theorem norm_conserved {k : ℝ} (hk : 0 < k) (hc : Real.cos k = 0) :
    ∫ r in (0 : ℝ)..1, wave k 0 r ^ 2 = 1 / 2 ∧ wave k 0 1 ^ 2 = 1 := by
  unfold wave
  rw [wavenumber_zero hk, mul_one]
  refine ⟨?_, sin_sq_eq_one hc⟩
  have hF : ∀ r ∈ Set.uIcc (0 : ℝ) 1, HasDerivAt
      (fun x => x / 2 - Real.sin (k * x) * Real.cos (k * x) / (2 * k))
      (Real.sin (k * r) ^ 2) r := by
    intro r _
    have hl := (hasDerivAt_id' r).const_mul k
    refine (((hasDerivAt_id' r).div_const 2).fun_sub
      ((hl.sin.fun_mul hl.cos).div_const (2 * k))).congr_deriv ?_
    field_simp
    linear_combination -Real.sin_sq_add_cos_sq (k * r)
  rw [intervalIntegral.integral_eq_sub_of_hasDerivAt hF
    (Continuous.intervalIntegrable (by fun_prop) _ _)]
  simp [hc]
```

## The leading mismatch in energy

Take a second well with parameter $q>0$ and $\cos q=0$. Numerator and denominator of $(L_k-L_q)/e^2$ both tend to zero, so l'Hôpital's rule leads to
$$\frac{L_k'(e)-L_q'(e)}{2e}.$$
Since the slopes coincide at $e=0$, this is half the difference quotient of $L_k'-L_q'$ there. Its limit is
$$\frac12\left(\frac1{q^2}-\frac1{k^2}\right),$$
which is nonzero when $k\ne q$. In Lean, `𝓝[≠] 0` means that $e$ approaches 0 without equalling it.

```lean
/-- For two wells with `k, q > 0` and `cos k = cos q = 0`, the difference of the logarithmic
derivatives divided by `e²` tends to `(1/q² - 1/k²)/2` as `e → 0`. -/
theorem transferability_error {k q : ℝ} (hk : 0 < k) (hq : 0 < q)
    (hck : Real.cos k = 0) (hcq : Real.cos q = 0) :
    Tendsto (fun e => (logDer k e - logDer q e) / e ^ 2) (𝓝[≠] 0)
      (𝓝 ((1 / q ^ 2 - 1 / k ^ 2) / 2)) := by
  obtain ⟨k0, k1⟩ := first_order hk hck
  obtain ⟨q0, q1⟩ := first_order hq hcq
  -- l'Hôpital's rule reduces the claim to the difference quotient of the slopes
  refine HasDerivAt.lhopital_zero_nhdsNE
    (f' := fun e => deriv (logDer k) e - deriv (logDer q) e) (g' := fun e => 2 * e)
    ?_ ?_ ?_ ?_ ?_ ?_
  · filter_upwards [(eventually_hasDerivAt hk hck).filter_mono nhdsWithin_le_nhds,
      (eventually_hasDerivAt hq hcq).filter_mono nhdsWithin_le_nhds] with e h1 h2
    exact h1.differentiableAt.hasDerivAt.fun_sub h2.differentiableAt.hasDerivAt
  · exact Eventually.of_forall fun e => by simpa using hasDerivAt_pow 2 e
  · filter_upwards [self_mem_nhdsWithin] with e he
    exact mul_ne_zero two_ne_zero he
  · have h := k1.continuousAt.tendsto.sub q1.continuousAt.tendsto
    rw [k0, q0, sub_zero] at h
    exact h.mono_left nhdsWithin_le_nhds
  · have h : Tendsto (fun e : ℝ => e ^ 2) (𝓝 0) (𝓝 (0 ^ 2)) := (continuous_pow 2).tendsto 0
    rw [zero_pow two_ne_zero] at h
    exact h.mono_left nhdsWithin_le_nhds
  · have h := (hasDerivAt_iff_tendsto_slope.mp
      ((second_order hk hck).fun_sub (second_order hq hcq))).div_const 2
    have hv : (-1 / k ^ 2 - -1 / q ^ 2) / 2 = (1 / q ^ 2 - 1 / k ^ 2) / 2 := by ring
    rw [hv] at h
    refine h.congr fun e => ?_
    simp only [slope_def_field, k1.deriv, q1.deriv, sub_self, sub_zero]
    ring
```

## The pair $\pi/2$ and $3\pi/2$

Both cosines vanish, so both wells have value 0 and slope $-1$. Their second derivatives are $-4/\pi^2$ and $-4/(9\pi^2)$, which differ because $1/\pi^2>0$.

```lean
/-- The wells `k = π/2` and `k = 3π/2` have logarithmic derivatives with equal value 0 and
equal slope -1 at `e = 0`, but second derivatives `-4/π²` and `-4/(9π²)`, which differ. -/
theorem second_order_transferability_fails :
    (logDer (π / 2) 0 = 0 ∧ logDer (3 * π / 2) 0 = 0) ∧
    (HasDerivAt (logDer (π / 2)) (-1) 0 ∧ HasDerivAt (logDer (3 * π / 2)) (-1) 0) ∧
    (HasDerivAt (deriv (logDer (π / 2))) (-4 / π ^ 2) 0 ∧
      HasDerivAt (deriv (logDer (3 * π / 2))) (-4 / (9 * π ^ 2)) 0) ∧
    -4 / π ^ 2 ≠ -4 / (9 * π ^ 2) := by
  have hp := Real.pi_pos
  have hk : 0 < π / 2 := by positivity
  have hq : 0 < 3 * π / 2 := by positivity
  have hcq : Real.cos (3 * π / 2) = 0 := by
    rw [show 3 * π / 2 = π / 2 + π by ring, Real.cos_add_pi, Real.cos_pi_div_two, neg_zero]
  obtain ⟨k0, k1⟩ := first_order hk Real.cos_pi_div_two
  obtain ⟨q0, q1⟩ := first_order hq hcq
  refine ⟨⟨k0, q0⟩, ⟨k1, q1⟩,
    ⟨(second_order hk Real.cos_pi_div_two).congr_deriv (by ring),
      (second_order hq hcq).congr_deriv (by ring)⟩, ?_⟩
  intro h
  have hpos : 0 < 1 / π ^ 2 := by positivity
  have e1 : -4 / π ^ 2 = -4 * (1 / π ^ 2) := by ring
  have e2 : -4 / (9 * π ^ 2) = -(4 / 9) * (1 / π ^ 2) := by ring
  rw [e1, e2] at h
  linarith

end

end LogDerivativeTransferability
```

```lean
#print axioms LogDerivativeTransferability.hasDerivAt_logDer
-- 'LogDerivativeTransferability.hasDerivAt_logDer' depends on axioms: [propext, Classical.choice, Quot.sound]
#print axioms LogDerivativeTransferability.norm_conserved
-- 'LogDerivativeTransferability.norm_conserved' depends on axioms: [propext, Classical.choice, Quot.sound]
#print axioms LogDerivativeTransferability.transferability_error
-- 'LogDerivativeTransferability.transferability_error' depends on axioms: [propext, Classical.choice, Quot.sound]
#print axioms LogDerivativeTransferability.second_order_transferability_fails
-- 'LogDerivativeTransferability.second_order_transferability_fails' depends on axioms: [propext, Classical.choice, Quot.sound]
```

## Logarithmic derivatives in pseudopotential construction

A common test of a norm-conserving pseudopotential integrates the radial equation outwards at a series of energies, once with the all-electron potential and once with the pseudopotential. The ratio $u'/u$ at a chosen radius, at or beyond the matching radius, is then compared for both. In the present pair, the deeper well plays the all-electron part, with a node at $r=2/3$, and the shallower one gives the nodeless pseudo-wave. Their curves of $u'(1)/u(1)$ touch at $e=0$. The shallower well's value minus the deeper well's is, to leading order, $-16e^2/(9\pi^2)\approx-0.18\,e^2$, which is about $-0.0018$ at $e=0.1$.

For these constant s-wave wells, then, norm conservation secures transferability to first order in energy and no further. The step from them to a real atom replaces the constants by an $r$-dependent atomic potential and a pseudopotential built from it, and the size of the quadratic mismatch must then be computed for that pair.
